# The image-charge energy of a point charge at the centre of a dielectric slab sums to a logarithm

A point charge `q` sits at the centre of a slab of thickness `d` and constant permittivity `ε`, with vacuum on both sides, in Gaussian units. The theorem takes the usual series of image charges as given, with image factor k = (ε − 1)/(ε + 1), and says that for positive `ε` and `d` the energy of the charge with its images converges to (q²/(εd)) ln((ε + 1)/2). The proof starts from the series Σ kⁿ⁺¹/(n + 1) = −ln(1 − k), which holds because |k| < 1, and uses 1 − k = 2/(ε + 1). It then has to show that each energy term is q²/(εd) times the matching term of that series.

As first written in Lean, the proof fails:

```lean
import Mathlib

open Real

namespace DielectricSlabImages

noncomputable section

/-- Image factor of a face between permittivity `ε` and vacuum. -/
def contrast (ε : ℝ) : ℝ := (ε - 1) / (ε + 1)

/-- Coulomb potential of a unit charge in vacuum, at lateral distance `ρ` and height `z`. -/
def coulomb (ρ z : ℝ) : ℝ := 1 / √(ρ ^ 2 + z ^ 2)

/-- Contribution at height `z` of the two images at `(n+1)d` and `-(n+1)d`, where `K` is the
potential or the field of a unit charge. -/
def imageTerm (K : ℝ → ℝ) (q ε d z : ℝ) (n : ℕ) : ℝ :=
  q * contrast ε ^ (n + 1) / ε * (K (z - ((n : ℝ) + 1) * d) + K (z + ((n : ℝ) + 1) * d))

/-- The image factor has modulus below one for every positive permittivity. -/
theorem abs_contrast_lt_one {ε : ℝ} (hε : 0 < ε) : |contrast ε| < 1 := by
  have h : 0 < ε + 1 := by linarith
  unfold contrast
  rw [abs_lt, lt_div_iff₀ h, div_lt_iff₀ h]
  constructor <;> linarith

/-- The energy of the central charge with its `(n+1)`-th pair of images is
`q² kⁿ⁺¹ / (ε (n+1) d)`. -/
theorem centre_image_term {d : ℝ} (q ε : ℝ) (hd : 0 < d) (n : ℕ) :
    q / 2 * imageTerm (coulomb 0) q ε d 0 n =
      q ^ 2 * contrast ε ^ (n + 1) / (ε * (((n : ℝ) + 1) * d)) := by
  have hp : 0 < ((n : ℝ) + 1) * d := by positivity
  have h1 : coulomb 0 (0 - ((n : ℝ) + 1) * d) = 1 / (((n : ℝ) + 1) * d) := by
    unfold coulomb
    rw [show (0 : ℝ) ^ 2 + (0 - ((n : ℝ) + 1) * d) ^ 2 = (((n : ℝ) + 1) * d) ^ 2 by ring,
      Real.sqrt_sq hp.le]
  have h2 : coulomb 0 (0 + ((n : ℝ) + 1) * d) = 1 / (((n : ℝ) + 1) * d) := by
    unfold coulomb
    rw [show (0 : ℝ) ^ 2 + (0 + ((n : ℝ) + 1) * d) ^ 2 = (((n : ℝ) + 1) * d) ^ 2 by ring,
      Real.sqrt_sq hp.le]
  unfold imageTerm
  rw [h1, h2]
  generalize ((n : ℝ) + 1) * d = x
  ring

/-- The image-charge energy series of a charge at the centre of the slab converges to
`(q² / (ε d)) ln ((ε + 1) / 2)`. -/
theorem image_series_hasSum {ε d : ℝ} (q : ℝ) (hε : 0 < ε) (hd : 0 < d) :
    HasSum (fun n : ℕ => q / 2 * imageTerm (coulomb 0) q ε d 0 n)
      (q ^ 2 / (ε * d) * Real.log ((ε + 1) / 2)) := by
  have h : ε + 1 ≠ 0 := by linarith
  -- the logarithm series at `k`, with `1 - k = 2 / (ε + 1)`
  have hk : 1 - contrast ε = ((ε + 1) / 2)⁻¹ := by
    unfold contrast
    field_simp <;> ring
  have hlog := Real.hasSum_pow_div_log_of_abs_lt_one (abs_contrast_lt_one hε)
  rw [hk, Real.log_inv, neg_neg] at hlog
  have hfun : (fun n : ℕ => q / 2 * imageTerm (coulomb 0) q ε d 0 n) =
      fun n : ℕ => q ^ 2 / (ε * d) * (contrast ε ^ (n + 1) / ((n : ℝ) + 1)) := by
    funext n
    rw [centre_image_term q ε hd n]
    ring
  rw [hfun]
  exact hlog.mul_left _

end

end DielectricSlabImages
```

Compiling this gives:

```
Try this:
  [apply] ring_nf
  
  The `ring` tactic failed to close the goal. Use `ring_nf` to obtain a normal form.
    
  Note that `ring` works primarily in *commutative* rings. If you have a noncommutative ring, abelian group or module, consider using `noncomm_ring`, `abel` or `module` instead.
Main.lean:59:79: error: unsolved goals
ε d q : ℝ
hε : 0 < ε
hd : 0 < d
h : ε + 1 ≠ 0
hk : 1 - contrast ε = ((ε + 1) / 2)⁻¹
hlog : HasSum (fun n => contrast ε ^ (n + 1) / (↑n + 1)) (log ((ε + 1) / 2))
n : ℕ
⊢ q ^ 2 * contrast ε * contrast ε ^ n * (ε * ↑n * d + ε * d)⁻¹ =
    q ^ 2 * contrast ε * contrast ε ^ n * ε⁻¹ * d⁻¹ * (1 + ↑n)⁻¹
```

Cause. The error is in `hfun`, the term-by-term comparison. After the rewrite with `centre_image_term`, the two sides differ only in how the denominator is grouped, but `ring` can't close the goal. The "Try this" message reports the same failure, and the goal shown is what `ring` left after normalising.

`ring` can invert a product factor by factor, but it treats the inverse of a sum as a single opaque term. On the left it first multiplies out the denominator, which gives `(ε * ↑n * d + ε * d)⁻¹`. On the right `n + 1` stands in a denominator of its own and becomes `(1 + ↑n)⁻¹`. `ring` doesn't factor the first sum, so it never sees that the two sides agree.

The added line `generalize (n : ℝ) + 1 = x` replaces the real number `n + 1` by a single variable. Both denominators are then plain products, and `ring` closes the goal. The exponent `n + 1` is a natural number and stays as it is.

Putting `field_simp` and `ring` on separate lines in `hk` is mere tidying.

As a diff, the version that Lean accepts:

```diff
@@ -53,5 +53,6 @@
   have hk : 1 - contrast ε = ((ε + 1) / 2)⁻¹ := by
     unfold contrast
-    field_simp <;> ring
+    field_simp
+    ring
   have hlog := Real.hasSum_pow_div_log_of_abs_lt_one (abs_contrast_lt_one hε)
   rw [hk, Real.log_inv, neg_neg] at hlog
@@ -60,4 +61,5 @@
     funext n
     rw [centre_image_term q ε hd n]
+    generalize (n : ℝ) + 1 = x
     ring
   rw [hfun]
```
